# For positive semidefinite atomic matrices summing to the identity, a normalised orbital with population one on one atom has population zero on every other

Finitely many atoms are each given a positive semidefinite complex matrix, and these matrices add up to the identity. The population of an orbital `c` on an atom with matrix `P` is the real part of ⟨c, P c⟩, where `c` is a finite complex vector. The lemma `population_eq_zero_of_one` says that if `c` is normalised and its population on atom `A` is one, then its population on any other atom `B` is zero. The attempt splits the total population into that of `A` and the sum over the other atoms, and bounds the population of `B` by that sum. As the total is one and no population is negative, `linarith` is to conclude that the population of `B` is zero.

The failing Lean file:

```lean
import Mathlib

open Matrix
open scoped ComplexOrder

namespace PipekMezeyLocalisation

noncomputable section

variable {α ι m : Type*} [Fintype α] [Fintype ι] [Fintype m] [DecidableEq m]

/-- An atomic partition: one positive semidefinite matrix per atom, with the identity as their sum.
-/
structure IsAtomicPartition (Q : α → Matrix m m ℂ) : Prop where
  posSemidef : ∀ A, (Q A).PosSemidef
  sum_eq_one : ∑ A, Q A = 1

omit [DecidableEq m] in
/-- The population of an orbital `c` on the atom with matrix `P`: the real part of `⟨c, P c⟩`. -/
def population (P : Matrix m m ℂ) (c : m → ℂ) : ℝ := (star c ⬝ᵥ P *ᵥ c).re

omit [DecidableEq m] in
/-- The atomic matrices acting on an orbital add up to the action of their sum. -/
theorem sum_mulVec_orbital (Q : α → Matrix m m ℂ) (c : m → ℂ) :
    (∑ A, Q A) *ᵥ c = ∑ A, Q A *ᵥ c := by
  ext k
  simp only [Matrix.mulVec, dotProduct, Matrix.sum_apply, Finset.sum_apply, Finset.sum_mul]
  exact Finset.sum_comm

/-- For an atomic partition, the population of any orbital on any atom is nonnegative. -/
theorem population_nonneg {Q : α → Matrix m m ℂ} (hQ : IsAtomicPartition Q) (A : α)
    (c : m → ℂ) : 0 ≤ population (Q A) c :=
  (Complex.le_def.1 ((hQ.posSemidef A).dotProduct_mulVec_nonneg c)).1

/-- The atomic populations of a normalised orbital add up to one. -/
theorem sum_population {Q : α → Matrix m m ℂ} (hQ : IsAtomicPartition Q) {c : m → ℂ}
    (hc : star c ⬝ᵥ c = 1) : ∑ A, population (Q A) c = 1 := by
  have e : star c ⬝ᵥ (∑ A, Q A *ᵥ c) = ∑ A, star c ⬝ᵥ Q A *ᵥ c := by
    simp only [dotProduct, Finset.sum_apply, Finset.mul_sum]
    exact Finset.sum_comm
  have h : ∑ A, star c ⬝ᵥ Q A *ᵥ c = 1 := by
    rw [← e, ← sum_mulVec_orbital, hQ.sum_eq_one, Matrix.one_mulVec, hc]
  simp only [population]
  rw [← Complex.re_sum, h, Complex.one_re]

/-- If a normalised orbital has population one on an atom, its population on every other
atom is zero. -/
theorem population_eq_zero_of_one {Q : α → Matrix m m ℂ} (hQ : IsAtomicPartition Q)
    {c : m → ℂ} (hc : star c ⬝ᵥ c = 1) {A B : α} (hA : population (Q A) c = 1)
    (hBA : B ≠ A) : population (Q B) c = 0 := by
  classical
  have h1 := Finset.add_sum_erase Finset.univ (fun D => population (Q D) c) (Finset.mem_univ A)
  have h2 := Finset.single_le_sum (f := fun D => population (Q D) c)
    (s := Finset.univ.erase A) (fun D _ => population_nonneg hQ D c)
    (Finset.mem_erase.2 ⟨hBA, Finset.mem_univ B⟩)
  have h3 := sum_population hQ hc
  have h4 := population_nonneg hQ B c
  dsimp only at h1 h2
  linarith

end

end PipekMezeyLocalisation
```

Messages:

```
Main.lean:58:2: error: `dsimp` made no progress
```

What went wrong. The message "`dsimp` made no progress" means that `dsimp only at h1 h2` found nothing to simplify in either hypothesis. Both were obtained by passing the function `fun D => population (Q D) c` to a general lemma about finite sums. The step would have been of use if that function had been left standing applied to an atom, as in `(fun D => population (Q D) c) A`, for `dsimp only` would turn this into `population (Q A) c`. The error shows that no such unreduced application was left in `h1` or `h2`. Lean treats a `dsimp` call that changes nothing as an error, so the proof failed there although the mathematics was sound.

The diff deletes the line, and nothing has to replace it. `linarith` can use `h1` and `h2` as they stand, together with `h3`, `h4` and `hA`: they give that the population of `B` is at most zero and at least zero.

After these edits no error is left:

```diff
@@ -56,5 +56,4 @@
   have h3 := sum_population hQ hc
   have h4 := population_nonneg hQ B c
-  dsimp only at h1 h2
   linarith
 
```
